# Unique self-consistency and convergence for an SCF update with a contracting iterate on a nonempty complete metric space

In a plain SCF calculation, an input density fixes an effective potential, and the occupied states in that potential give an output density, which becomes the next input. When several independent components of the density respond to one another, one update can enlarge the error, measured in a given norm, while two updates in succession reduce it. With integer occupations, the output density can also jump when an occupied and an empty level cross. Does the unmixed iteration still converge, and is its limit the only self-consistent state?

Let X be a metric space of SCF variables, with distance d, and let F : X → X be the update. Write F^k for k successive updates; Lean writes `F^[k]`. A state p is self-consistent if F(p) = p. The assumption is that, for some k ≥ 1 and some q with 0 ≤ q < 1,

d(F^k(x), F^k(y)) ≤ q · d(x, y) for all x, y in X.

A block of k updates is called a cycle. Physically, the inequality says that the change which remains after one cycle is at most q times the change of input that caused it. It is required for all pairs of states, not only near a solution, and it is assumed here, not derived from a Hamiltonian or a density functional. Continuity of F is not assumed. The inequality does make F^k continuous, however, so a jump of F is allowed only if it no longer appears after k updates.

```lean
import Mathlib

open Filter Topology

namespace SCFIterateContraction

noncomputable section
```

The structure `CycleContraction F k q` collects these conditions: `pos` is k ≥ 1, `nonneg` and `lt_one` bound q, and `contract` is the inequality. The case k = 1 is an ordinary contraction.

```lean
/-- The SCF update `F` contracts over a cycle of `k ≥ 1` steps: `k` successive updates shrink
every distance at least by the factor `q < 1`. -/
structure CycleContraction {X : Type*} [MetricSpace X] (F : X → X) (k : ℕ) (q : ℝ) : Prop where
  pos : 0 < k
  nonneg : 0 ≤ q
  lt_one : q < 1
  contract : ∀ x y, dist (F^[k] x) (F^[k] y) ≤ q * dist x y
```

## (a) A cycle fixes at most one state

Show that two states x and y with F^k(x) = x and F^k(y) = y are equal.

Put both equations into the contraction inequality:

d(x, y) = d(F^k(x), F^k(y)) ≤ q · d(x, y).

Hence (1 − q) · d(x, y) ≤ 0. Since 1 − q > 0 and distances are nonnegative, d(x, y) = 0 and x = y.

In the code, `rw` makes the substitution and `nlinarith` does the step with 1 − q.

```lean
variable {X : Type*} [MetricSpace X] {F : X → X} {k : ℕ} {q : ℝ}

/-- Two states that both return to themselves after one cycle of `k` updates coincide. -/
theorem cycle_fixed_unique (h : CycleContraction F k q) {x y : X}
    (hx : F^[k] x = x) (hy : F^[k] y = y) : x = y := by
  have h1 := h.contract x y
  rw [hx, hy] at h1
  have h2 : dist x y ≤ 0 := by
    nlinarith [h.lt_one, dist_nonneg (x := x) (y := y)]
  exact dist_le_zero.1 h2
```

## (b) A state fixed by a cycle is fixed by one update

Suppose F^k(p) = p. Show that F(p) = p, so that no genuine oscillation between several states can hide in the cycle.

Updates of the same map commute, so

F^k(F(p)) = F(F^k(p)) = F(p).

Thus F(p) is also fixed by the cycle, and (a) gives F(p) = p.

The first `iterate_succ` lemma, used from right to left, joins F^k(F(p)) into k + 1 updates of p; the second splits them again, now with the single update outermost.

```lean
/-- A state that returns to itself after one cycle of `k` updates is already
self-consistent under a single update. -/
theorem selfConsistent_of_cycle_fixed (h : CycleContraction F k q) {p : X}
    (hp : F^[k] p = p) : F p = p := by
  -- the update of `p` is fixed by the cycle as well
  have h1 : F^[k] (F p) = F p := by
    rw [← Function.iterate_succ_apply, Function.iterate_succ_apply', hp]
  exact cycle_fixed_unique h h1 hp
```

## (c) The error shrinks geometrically from cycle to cycle

Let F(p) = p. Show for all natural numbers r and m that

d(F^(k·m + r)(x), p) ≤ q^m · d(F^r(x), p).

Use induction on m. For m = 0 the two sides agree. For the next cycle, note that F^k(p) = p and apply the contraction inequality, then the induction hypothesis:

d(F^(k·(m+1) + r)(x), p) = d(F^k(F^(k·m + r)(x)), F^k(p))
≤ q · d(F^(k·m + r)(x), p)
≤ q^(m+1) · d(F^r(x), p).

The `calc` block follows these lines, and `e` is the splitting of the iteration count. Errors within a cycle are not compared with each other, so they may grow there.

```lean
/-- After `m` further cycles the distance to a self-consistent state `p` has shrunk at least
by the factor `q ^ m`. -/
theorem error_after_cycles (h : CycleContraction F k q) {p : X} (hp : F p = p)
    (x : X) (r m : ℕ) :
    dist (F^[k * m + r] x) p ≤ q ^ m * dist (F^[r] x) p := by
  have hpk : F^[k] p = p := Function.iterate_fixed hp k
  induction m with
  | zero => simp
  | succ m ih =>
    have e : F^[k * (m + 1) + r] x = F^[k] (F^[k * m + r] x) := by
      rw [← Function.iterate_add_apply,
        show k * (m + 1) + r = k + (k * m + r) by ring]
    calc dist (F^[k * (m + 1) + r] x) p
        = dist (F^[k] (F^[k * m + r] x)) (F^[k] p) := by rw [e, hpk]
      _ ≤ q * dist (F^[k * m + r] x) p := h.contract _ _
      _ ≤ q * (q ^ m * dist (F^[r] x) p) := mul_le_mul_of_nonneg_left ih h.nonneg
      _ = q ^ (m + 1) * dist (F^[r] x) p := by ring
```

## (d) The change over one cycle bounds the error

Let F(p) = p. Bound the unknown distance d(x, p) by the k-step residual d(x, F^k(x)).

By the triangle inequality and the contraction inequality with F^k(p) = p,

d(x, p) ≤ d(x, F^k(x)) + d(F^k(x), p) ≤ d(x, F^k(x)) + q · d(x, p).

Moving the last term to the left and dividing by 1 − q > 0 gives

d(x, p) ≤ d(x, F^k(x)) / (1 − q).

In Lean, `h1` is the contraction step and `h2` the triangle inequality; `linarith` combines them after the division has been cleared.

```lean
/-- The distance of a state `x` from a self-consistent state is at most the change of `x`
over one cycle, divided by `1 - q`. -/
theorem error_le_residual (h : CycleContraction F k q) {p : X} (hp : F p = p) (x : X) :
    dist x p ≤ dist x (F^[k] x) / (1 - q) := by
  have hpk : F^[k] p = p := Function.iterate_fixed hp k
  have h1 := h.contract x p
  rw [hpk] at h1
  have h2 := dist_triangle x (F^[k] x) p
  rw [le_div_iff₀ (sub_pos.2 h.lt_one)]
  linarith
```

## (e) An error estimate after n updates

Combine (c) and (d) into a bound that does not contain p on the right.

Divide n by k with remainder: n = k·m + r, where m is the number of completed cycles and 0 ≤ r < k. Part (c) leaves the error of the state F^r(x), and (d), applied to that state, bounds it:

d(F^n(x), p) ≤ q^m · d(F^r(x), F^k(F^r(x))) / (1 − q).

If a valid q is known, the right side can be evaluated from the orbit alone. In the statement, m is `n / k`, the integer quotient, and r is `n % k`; `Nat.div_add_mod` puts them back together to n.

```lean
/-- Error estimate for the plain SCF orbit: the distance to the self-consistent state after `n`
updates is bounded by the change over one cycle, taken at step `n % k`, times
`q ^ (n / k) / (1 - q)`, where `n / k` is the number of completed cycles. -/
theorem scf_error_estimate (h : CycleContraction F k q) {p : X} (hp : F p = p)
    (x : X) (n : ℕ) :
    dist (F^[n] x) p ≤
      q ^ (n / k) * (dist (F^[n % k] x) (F^[k] (F^[n % k] x)) / (1 - q)) := by
  have h1 := error_after_cycles h hp x (n % k) (n / k)
  rw [Nat.div_add_mod] at h1
  exact h1.trans
    (mul_le_mul_of_nonneg_left (error_le_residual h hp _) (pow_nonneg h.nonneg _))
```

## (f) Every orbit converges to a given self-consistent state

Let F(p) = p. Show that F^n(x) → p for every start x, without using continuity of F.

Only k errors occur in the first cycle. Let C be their sum,

C = d(x, p) + d(F(x), p) + … + d(F^(k−1)(x), p).

Each term is at most C, because all terms are nonnegative. With n = k·m + r as before, (c) gives

d(F^n(x), p) ≤ q^m · C.

As n grows, so does m without bound; hence q^m → 0 and the error tends to zero.

Here `hbound` is the displayed bound, `hdiv` says that the number of completed cycles tends to infinity, and `hlim` is the limit of the right side. The squeeze lemma finishes the argument. `Tendsto … atTop (𝓝 p)` is Lean's form of convergence to p as n → ∞.

```lean
/-- Every plain SCF orbit converges to a given self-consistent state. -/
theorem orbit_tendsto (h : CycleContraction F k q) {p : X} (hp : F p = p) (x : X) :
    Tendsto (fun n => F^[n] x) atTop (𝓝 p) := by
  -- the errors of the first cycle are bounded by their sum
  let C : ℝ := ∑ r ∈ Finset.range k, dist (F^[r] x) p
  have hbound : ∀ n, dist (F^[n] x) p ≤ q ^ (n / k) * C := by
    intro n
    have h1 := error_after_cycles h hp x (n % k) (n / k)
    rw [Nat.div_add_mod] at h1
    have h2 : dist (F^[n % k] x) p ≤ C :=
      Finset.single_le_sum (f := fun r => dist (F^[r] x) p)
        (fun _ _ => dist_nonneg) (Finset.mem_range.2 (Nat.mod_lt n h.pos))
    exact h1.trans (mul_le_mul_of_nonneg_left h2 (pow_nonneg h.nonneg _))
  -- the number of completed cycles grows without bound
  have hdiv : Tendsto (fun n : ℕ => n / k) atTop atTop :=
    tendsto_atTop_atTop.2 fun b => ⟨b * k, fun n hn => (Nat.le_div_iff_mul_le h.pos).2 hn⟩
  have hlim : Tendsto (fun n : ℕ => q ^ (n / k) * C) atTop (𝓝 0) := by
    have h3 := ((tendsto_pow_atTop_nhds_zero_of_lt_one h.nonneg h.lt_one).comp hdiv).mul_const C
    rw [zero_mul] at h3
    exact h3
  exact tendsto_iff_dist_tendsto_zero.2
    (squeeze_zero (fun _ => dist_nonneg) hbound hlim)
```

## (g) Exactly one self-consistent state exists

Now let X be nonempty and complete, meaning that every Cauchy sequence in X has a limit in X. Show that F has exactly one fixed point and that every plain SCF orbit converges to it.

Banach's fixed-point theorem, applied to the contraction F^k, supplies p with F^k(p) = p. By (b), F(p) = p. If F(y) = y as well, then F^k(y) = y, and (a) gives y = p. Convergence from every start is (f).

The statement lists these three conclusions in order: p is fixed, every fixed y equals p, and all orbits tend to p. Completeness and nonemptiness enter only here, as `[CompleteSpace X]` and `[Nonempty X]`. Mathlib's predicate `ContractingWith` expects a nonnegative real as its factor, so the proof first repackages q as `K`.

For SCF practice, this gives a convergence criterion for unmixed iteration that tolerates growing errors within a cycle, provided that the contraction over k steps holds on the whole space considered.

```lean
/-- If some iterate of the SCF update is a contraction of a nonempty complete metric space, there
is exactly one self-consistent state, and the plain SCF orbit converges to it from every start. -/
theorem scf_banach [CompleteSpace X] [Nonempty X] (h : CycleContraction F k q) :
    ∃ p, F p = p ∧ (∀ y, F y = y → y = p) ∧
      ∀ x, Tendsto (fun n => F^[n] x) atTop (𝓝 p) := by
  -- Banach's theorem applies to the whole cycle
  obtain ⟨K, hK⟩ : ∃ K : NNReal, (K : ℝ) = q :=
    ⟨q.toNNReal, Real.coe_toNNReal q h.nonneg⟩
  have hc : ContractingWith K (F^[k]) :=
    ⟨by rw [← NNReal.coe_lt_coe, hK, NNReal.coe_one]; exact h.lt_one,
      LipschitzWith.of_dist_le_mul fun x y => by rw [hK]; exact h.contract x y⟩
  have hfix : F^[k] (ContractingWith.fixedPoint (F^[k]) hc)
      = ContractingWith.fixedPoint (F^[k]) hc := hc.fixedPoint_isFixedPt
  have hp := selfConsistent_of_cycle_fixed h hfix
  exact ⟨_, hp, fun y hy => cycle_fixed_unique h (Function.iterate_fixed hy k) hfix,
    fun x => orbit_tendsto h hp x⟩
```

## (h) A discontinuous update that contracts over two steps

Consider the real-valued update that returns 0 for x ≤ 1 and 1 for x > 1, a caricature of an occupation that switches at a threshold.

```lean
/-- An update with a jump: the output is `0` for inputs up to `1` and `1` above. -/
def stepMap (x : ℝ) : ℝ := if x ≤ 1 then 0 else 1
```

Show that it is discontinuous but satisfies the assumption with k = 2 and q = 1/2.

If it were continuous, it would take the value 1/2 somewhere between x = 1, where it is 0, and x = 2, where it is 1. Its only values are 0 and 1, so this is impossible. Both values are at most 1, so a second update always returns 0. All distances therefore vanish after two steps, and 0 ≤ (1/2) · |x − y| holds.

The first half of the proof uses the intermediate value theorem; in the second, `h2` states that two updates give 0.

```lean
/-- The update with a jump is discontinuous, yet it contracts over a cycle of two steps. -/
theorem stepMap_witness : ¬ Continuous stepMap ∧ CycleContraction stepMap 2 (1 / 2) := by
  constructor
  · intro hc
    -- a continuous map would take the value 1/2 between 1 and 2
    have h1 : (1 / 2 : ℝ) ∈ Set.Icc (stepMap 1) (stepMap 2) := by
      constructor <;> norm_num [stepMap]
    obtain ⟨x, -, hx⟩ :=
      intermediate_value_Icc (by norm_num : (1 : ℝ) ≤ 2) hc.continuousOn h1
    unfold stepMap at hx
    split_ifs at hx <;> norm_num at hx
  · have h2 : ∀ x, stepMap^[2] x = 0 := by
      intro x
      show stepMap (stepMap x) = 0
      by_cases hx : x ≤ 1 <;> simp [stepMap, hx]
    refine ⟨by norm_num, by norm_num, by norm_num, fun x y => ?_⟩
    rw [h2, h2, dist_self]
    positivity
```

## (i) A linear response that first amplifies

Let two coupled components, measured as deviations from self-consistency, be updated by

F(a, b) = (2b, a/8).

```lean
/-- A linear response of two coupled components, each driven by the other with
strengths `2` and `1/8`. -/
def responseMap (v : ℝ × ℝ) : ℝ × ℝ := (2 * v.2, v.1 / 8)
```

Show that one update doubles the distance between (0, 1) and (0, 0), while two updates satisfy the assumption with q = 1/4.

On `ℝ × ℝ`, Lean uses the maximum distance, the larger of the two component differences. The states (0, 1) and (0, 0) are at distance 1; their images (2, 0) and (0, 0) are at distance 2. Two updates give

F(F(a, b)) = (2 · a/8, 2b/8) = (a/4, b/4),

so every distance is multiplied by exactly 1/4. Starting from (0, 1), the errors are 1, 2, 1/4, 1/2, and so on: they rise within each cycle and fall from one cycle to the next.

The proof checks the two components of the second iterate separately in `h2`, then uses the scaling of distances under multiplication by 1/4.

```lean
/-- A single update of the coupled components doubles the distance between two particular states,
while two updates shrink every distance at least by the factor `1/4`. -/
theorem responseMap_witness :
    dist (responseMap (0, 1)) (responseMap (0, 0)) = 2 * dist ((0, 1) : ℝ × ℝ) (0, 0) ∧
      CycleContraction responseMap 2 (1 / 4) := by
  constructor
  · norm_num [responseMap, Prod.dist_eq, Real.dist_eq]
  · have h2 : ∀ v, responseMap^[2] v = (1 / 4 : ℝ) • v := by
      intro v
      refine Prod.ext ?_ ?_
      · show 2 * (v.1 / 8) = 1 / 4 * v.1
        ring
      · show 2 * v.2 / 8 = 1 / 4 * v.2
        ring
    refine ⟨by norm_num, by norm_num, by norm_num, fun x y => ?_⟩
    rw [h2, h2]
    exact (dist_smul₀ _ _ _).le.trans_eq
      (by rw [Real.norm_of_nonneg (by norm_num : (0 : ℝ) ≤ 1 / 4)])

end

end SCFIterateContraction
```

```lean
#print axioms SCFIterateContraction.scf_error_estimate
#print axioms SCFIterateContraction.scf_banach
```

```
'SCFIterateContraction.scf_error_estimate' depends on axioms: [propext, Classical.choice, Quot.sound]
'SCFIterateContraction.scf_banach' depends on axioms: [propext, Classical.choice, Quot.sound]
```
